# The expectation value of angular momentum in a periodic planar rotor state is real

The failing declaration, `expectation_real`, concerns a planar rotor whose wave function ψ is continuously differentiable, 2π-periodic and normalised. With L = −i d/dφ and ħ = 1, it states that the complex integral of ψ* Lψ over one turn equals the real number `meanL ψ`, which is defined as the integral of the real part of ψ* Lψ. The attempt splits the integrand into its real part and −i/2 times the slope of the density |ψ|². The slope integrates to zero over a full turn because ψ is periodic, so only the real part should remain.

In Lean, a first try:

```lean
import Mathlib

open scoped Real ComplexConjugate

namespace RotorUncertainty

noncomputable section

/-- A continuously differentiable, `2π`-periodic, normalized wave function of a planar rotor. -/
structure RotorState (ψ : ℝ → ℂ) : Prop where
  differentiable : Differentiable ℝ ψ
  continuous_deriv : Continuous (deriv ψ)
  periodic : Function.Periodic ψ (2 * π)
  normalized : (∫ φ in (0 : ℝ)..(2 * π), ‖ψ φ‖ ^ 2) = 1

/-- The angular momentum operator `L = -i d/dφ` (with `ħ = 1`). -/
def angMom (ψ : ℝ → ℂ) (φ : ℝ) : ℂ := -Complex.I * deriv ψ φ

/-- The mean angular momentum, the integral of the real part of `ψ* Lψ`. -/
def meanL (ψ : ℝ → ℂ) : ℝ := ∫ φ in (0 : ℝ)..(2 * π), (conj (ψ φ) * angMom ψ φ).re

/-- The expression `2 Re(ψ* ψ')` for the slope of the density. -/
def slope (ψ : ℝ → ℂ) (φ : ℝ) : ℝ :=
  2 * ((ψ φ).re * (deriv ψ φ).re + (ψ φ).im * (deriv ψ φ).im)

variable {ψ : ℝ → ℂ} {f f' : ℝ → ℝ}

/-- The slope of the density of a rotor state is continuous. -/
theorem continuous_slope (hψ : RotorState ψ) : Continuous (slope ψ) := by
  have hc := hψ.differentiable.continuous
  have hd := hψ.continuous_deriv
  exact continuous_const.mul
    (((Complex.continuous_re.comp hc).mul (Complex.continuous_re.comp hd)).add
      ((Complex.continuous_im.comp hc).mul (Complex.continuous_im.comp hd)))

/-- The derivative of `f |ψ|²` integrates to zero over one turn if `f(2π) = f(0)`. -/
theorem boundary_term_vanishes (hψ : RotorState ψ) (hf : ∀ φ, HasDerivAt f (f' φ) φ)
    (hf' : Continuous f') (hp : f (2 * π) = f 0) :
    (∫ φ in (0 : ℝ)..(2 * π), (f' φ * ‖ψ φ‖ ^ 2 + f φ * slope ψ φ)) = 0 := by
  have hc : Continuous f := continuous_iff_continuousAt.2 fun φ => (hf φ).continuousAt
  have hρ : Continuous fun φ => ‖ψ φ‖ ^ 2 := hψ.differentiable.continuous.norm.pow 2
  have hd : ∀ φ, HasDerivAt (fun x => ‖ψ x‖ ^ 2) (slope ψ φ) φ := fun φ =>
    (hψ.differentiable φ).hasDerivAt.norm_sq.congr_deriv (by
      simp only [slope, Complex.inner, Complex.mul_re, Complex.conj_re, Complex.conj_im]
      ring)
  have h : (∫ φ in (0 : ℝ)..(2 * π), (f' φ * ‖ψ φ‖ ^ 2 + f φ * slope ψ φ))
      = f (2 * π) * ‖ψ (2 * π)‖ ^ 2 - f 0 * ‖ψ 0‖ ^ 2 :=
    intervalIntegral.integral_eq_sub_of_hasDerivAt (f := fun φ => f φ * ‖ψ φ‖ ^ 2)
      (fun φ _ => (hf φ).fun_mul (hd φ))
      (((hf'.mul hρ).add (hc.mul (continuous_slope hψ))).intervalIntegrable _ _)
  have h0 : ψ (2 * π) = ψ 0 := by simpa using hψ.periodic 0
  rw [h, hp, h0, sub_self]

/-- The complex expectation value `⟨ψ, Lψ⟩` is real and equals `meanL ψ`. -/
theorem expectation_real (hψ : RotorState ψ) :
    (∫ φ in (0 : ℝ)..(2 * π), conj (ψ φ) * angMom ψ φ) = (meanL ψ : ℂ) := by
  have h0 : (∫ φ in (0 : ℝ)..(2 * π), slope ψ φ) = 0 := by
    simpa using boundary_term_vanishes hψ (f := fun _ => 1) (f' := fun _ => 0)
      (fun φ => hasDerivAt_const φ 1) continuous_const rfl
  have h : ∀ φ, conj (ψ φ) * angMom ψ φ = (((conj (ψ φ) * angMom ψ φ).re : ℝ) : ℂ)
      + ((slope ψ φ : ℝ) : ℂ) * (((-1 / 2 : ℝ) : ℂ) * Complex.I) := by
    intro φ
    apply Complex.ext <;> simp [angMom, slope] <;> ring
  have hB : Continuous fun φ => (conj (ψ φ) * angMom ψ φ).re :=
    Complex.continuous_re.comp ((Complex.continuous_conj.comp hψ.differentiable.continuous).mul
      (continuous_const.mul hψ.continuous_deriv))
  rw [intervalIntegral.integral_congr (fun φ _ => h φ), intervalIntegral.integral_add
    ((Complex.continuous_ofReal.comp hB).intervalIntegrable _ _)
    (((Complex.continuous_ofReal.comp (continuous_slope hψ)).mul
      continuous_const).intervalIntegrable _ _),
    intervalIntegral.integral_mul_const, intervalIntegral.integral_ofReal,
    intervalIntegral.integral_ofReal, h0]
  simp [meanL]

end

end RotorUncertainty
```

The compiler's answer:

```
Main.lean:67:56: error: Tactic `rewrite` failed: Did not find an occurrence of the pattern
  ∫ (x : ℝ) in ?m.256..?m.257,
    (Complex.ofReal ∘ fun φ => ((starRingEnd ℂ) (ψ φ) * angMom ψ φ).re) x +
      (Complex.ofReal ∘ slope ψ * fun x => ?m.250) x ∂?m.253
in the target expression
  ∫ (x : ℝ) in 0..2 * π, ↑((starRingEnd ℂ) (ψ x) * angMom ψ x).re + ↑(slope ψ x) * (↑(-1 / 2) * Complex.I) = ↑(meanL ψ)

ψ : ℝ → ℂ
hψ : RotorState ψ
h0 : ∫ (φ : ℝ) in 0..2 * π, slope ψ φ = 0
h :
  ∀ (φ : ℝ),
    (starRingEnd ℂ) (ψ φ) * angMom ψ φ =
      ↑((starRingEnd ℂ) (ψ φ) * angMom ψ φ).re + ↑(slope ψ φ) * (↑(-1 / 2) * Complex.I)
hB : Continuous fun φ => ((starRingEnd ℂ) (ψ φ) * angMom ψ φ).re
⊢ ∫ (x : ℝ) in 0..2 * π, ↑((starRingEnd ℂ) (ψ x) * angMom ψ x).re + ↑(slope ψ x) * (↑(-1 / 2) * Complex.I) = ↑(meanL ψ)
```

Diagnosis. The message says that `rw` could not find the left-hand side of `intervalIntegral.integral_add` in the goal. The preceding rewrite had worked: the goal already shows the integral of the split sum. But the lemma took its two functions from the integrability proofs given to it, and those proofs were built from continuity lemmas. The pattern therefore contained compositions such as `Complex.ofReal ∘ slope ψ` and a product of functions applied to `x`, with the constant factor still undetermined. The goal has the same terms written out pointwise, and `rw` did not match the two forms.

The repair states the integrability facts first, as `i1` and `i2`, with the functions written as they appear in the goal and the measure and endpoints fixed. The same continuity proofs are accepted for these statements, since the two forms agree by definition. `integral_add i1 i2` then gives a pattern that `rw` can find.

The other change, which runs `ring` once on the goal left by `simp` instead of chaining it with `<;>`, is mere tidying.

Fix (accepted with no message):

```diff
@@ -61,12 +61,18 @@
       + ((slope ψ φ : ℝ) : ℂ) * (((-1 / 2 : ℝ) : ℂ) * Complex.I) := by
     intro φ
-    apply Complex.ext <;> simp [angMom, slope] <;> ring
+    apply Complex.ext <;> simp [angMom, slope]
+    ring
   have hB : Continuous fun φ => (conj (ψ φ) * angMom ψ φ).re :=
     Complex.continuous_re.comp ((Complex.continuous_conj.comp hψ.differentiable.continuous).mul
       (continuous_const.mul hψ.continuous_deriv))
-  rw [intervalIntegral.integral_congr (fun φ _ => h φ), intervalIntegral.integral_add
-    ((Complex.continuous_ofReal.comp hB).intervalIntegrable _ _)
-    (((Complex.continuous_ofReal.comp (continuous_slope hψ)).mul
-      continuous_const).intervalIntegrable _ _),
+  have i1 : IntervalIntegrable (fun φ => (((conj (ψ φ) * angMom ψ φ).re : ℝ) : ℂ))
+      MeasureTheory.volume 0 (2 * π) :=
+    (Complex.continuous_ofReal.comp hB).intervalIntegrable _ _
+  have i2 : IntervalIntegrable
+      (fun φ => ((slope ψ φ : ℝ) : ℂ) * (((-1 / 2 : ℝ) : ℂ) * Complex.I))
+      MeasureTheory.volume 0 (2 * π) :=
+    ((Complex.continuous_ofReal.comp (continuous_slope hψ)).mul
+      continuous_const).intervalIntegrable _ _
+  rw [intervalIntegral.integral_congr (fun φ _ => h φ), intervalIntegral.integral_add i1 i2,
     intervalIntegral.integral_mul_const, intervalIntegral.integral_ofReal,
     intervalIntegral.integral_ofReal, h0]
```
